# Exponential decay at large $T$ of the short-range Boys function $F_0(T)-\sqrt{s}\,F_0(sT)$ for $0<s<1$

Computed as a subtraction, the difference $F_0(T)-\sqrt s\,F_0(sT)$ loses all its digits at large $T$. Here $F_0(T)=\int_0^1 e^{-Tt^2}\,dt$ is the zeroth Boys function. Both terms approach $\sqrt\pi/(2\sqrt T)$, while their difference is exponentially small: at $sT=40$ it is already smaller, relative to either term, than the rounding unit of double precision. Screening with the size of the Coulomb term $F_0(T)$ is safe but wasteful, because it keeps distant integrals that are negligible.

The difference arises for the repulsion kernel $\operatorname{erfc}(\omega r)/r$ between two s-type Gaussian charge distributions with exponents $p$ and $q$ at distance $R$. With $\rho=pq/(p+q)$ and $T=\rho R^2$, the Coulomb integral is proportional to $F_0(T)$. The integral with $\operatorname{erf}(\omega r)/r$ is proportional, with the same prefactor, to $aF_0(a^2T)$, where $a=\omega/\sqrt{\rho+\omega^2}$ and $s=a^2$. These two formulas are the physical input; the code starts from them and does not derive them from the kernels.

```lean
import Mathlib

open Filter Topology

namespace ErfcKernelDecay

noncomputable section
```

`boys T` is $F_0(T)$, for any real $T$.

```lean
/-- The zeroth Boys function, the integral of `exp (-T t²)` over `[0, 1]`. -/
def boys (T : ℝ) : ℝ := ∫ t in (0 : ℝ)..1, Real.exp (-T * t ^ 2)
```

`shortRange a T` is the Coulomb value minus the attenuated one. I write it $S_a(T)$.

```lean
/-- The short-range Boys function: the Coulomb value `F₀(T)` minus the erf-attenuated
value `a F₀(a² T)`. -/
def shortRange (a T : ℝ) : ℝ := boys T - a * boys (a ^ 2 * T)
```

## Any real $a$ and $T$: the difference is a piece of one Gaussian integral

The integral representation needs no hypothesis. Substituting $u=at$ gives

$$aF_0(a^2T)=\int_0^1 e^{-T(at)^2}\,a\,dt=\int_0^a e^{-Tu^2}\,du .$$

The proof takes the substitution from Mathlib and then matches the integrands with `ring`.

```lean
/-- The erf-attenuated Boys function is the Gaussian integral cut off at `a`. -/
theorem attenuated_eq_integral (a T : ℝ) :
    a * boys (a ^ 2 * T) = ∫ t in (0 : ℝ)..a, Real.exp (-T * t ^ 2) := by
  -- substitute `t → a t`
  have h := intervalIntegral.smul_integral_comp_mul_left (a := 0) (b := 1)
    (f := fun t : ℝ => Real.exp (-T * t ^ 2)) (c := a)
  simp only [smul_eq_mul, mul_zero, mul_one] at h
  rw [← h, boys]
  congr 1
  apply intervalIntegral.integral_congr
  intro t _
  show Real.exp (-(a ^ 2 * T) * t ^ 2) = Real.exp (-T * (a * t) ^ 2)
  congr 1
  ring
```

Subtracting this from $\int_0^1 e^{-Tt^2}\,dt$ leaves

$$S_a(T)=\int_a^1 e^{-Tt^2}\,dt .$$

In Lean this is additivity over adjacent intervals. The subtraction of nearly equal numbers is gone: for $0\le a<1$ this is the integral of a positive function over $[a,1]$, and for $T>0$ that function is largest at $t=a$, where it equals $e^{-a^2T}$.

```lean
/-- The short-range Boys function is the part of the Gaussian integral from `a` to `1`. -/
theorem shortRange_eq_integral (a T : ℝ) :
    shortRange a T = ∫ t in a..1, Real.exp (-T * t ^ 2) := by
  have hc : Continuous fun t : ℝ => Real.exp (-T * t ^ 2) := by fun_prop
  have h := intervalIntegral.integral_add_adjacent_intervals
    (hc.intervalIntegrable (μ := MeasureTheory.volume) 0 a) (hc.intervalIntegrable a 1)
  rw [shortRange, attenuated_eq_integral, boys]
  linarith
```

## $T>0$: separated centres and an upper bound

Physically, $T>0$ means that the two centres do not coincide. By hand it enters when $t\,e^{-Tt^2}$ is integrated, which divides by $T$. For $0<a\le t$ we have $1\le t/a$, so

$$S_a(T)\le\int_a^1\frac ta\,e^{-Tt^2}\,dt=\frac{e^{-a^2T}-e^{-T}}{2aT}\le\frac{e^{-a^2T}}{2aT}.$$

The antiderivative rests on the derivative of the Gaussian.

```lean
/-- The derivative of the Gaussian `exp (-T t²)` is `-2 T t exp (-T t²)`. -/
theorem hasDerivAt_gaussian (T t : ℝ) :
    HasDerivAt (fun t : ℝ => Real.exp (-T * t ^ 2))
      (Real.exp (-T * t ^ 2) * (-T * (2 * t))) t :=
  (((hasDerivAt_pow 2 t).const_mul (-T)).exp).congr_deriv (by norm_num)
```

In the next proof `hF` evaluates the weighted integral, `hm` compares the integrands, and `hp` lets the term with $e^{-T}$ be discarded. For $T<0$ the bound is false, since its right side is negative while $S_a(T)\ge0$ for $0<a\le1$.

```lean
/-- Screening bound: for `0 < a ≤ 1` and `T > 0` the short-range Boys function is at most
`exp (-a² T) / (2 a T)`. -/
theorem shortRange_le {a T : ℝ} (ha : 0 < a) (ha1 : a ≤ 1) (hT : 0 < T) :
    shortRange a T ≤ Real.exp (-(a ^ 2 * T)) / (2 * a * T) := by
  have hc : Continuous fun t : ℝ => Real.exp (-T * t ^ 2) := by fun_prop
  have hg : Continuous fun t : ℝ => t / a * Real.exp (-T * t ^ 2) :=
    (continuous_id.div_const a).mul hc
  -- the weight `t / a ≥ 1` makes the integrand an exact derivative
  have hF : ∫ t in a..1, t / a * Real.exp (-T * t ^ 2) =
      -Real.exp (-T * 1 ^ 2) / (2 * a * T) - -Real.exp (-T * a ^ 2) / (2 * a * T) :=
    intervalIntegral.integral_eq_sub_of_hasDerivAt
      (f := fun t : ℝ => -Real.exp (-T * t ^ 2) / (2 * a * T))
      (fun t _ => ((hasDerivAt_gaussian T t).fun_neg.div_const (2 * a * T)).congr_deriv
        (by field_simp))
      (hg.intervalIntegrable a 1)
  have hm : ∫ t in a..1, Real.exp (-T * t ^ 2) ≤
      ∫ t in a..1, t / a * Real.exp (-T * t ^ 2) := by
    refine intervalIntegral.integral_mono_on ha1 (hc.intervalIntegrable a 1)
      (hg.intervalIntegrable a 1) (fun t ht => ?_)
    exact le_mul_of_one_le_left (Real.exp_pos _).le ((one_le_div ha).2 ht.1)
  have hp : 0 ≤ Real.exp (-T * 1 ^ 2) / (2 * a * T) := by positivity
  have e : -T * a ^ 2 = -(a ^ 2 * T) := by ring
  rw [hF, e, neg_div, neg_div] at hm
  rw [shortRange_eq_integral]
  linarith
```

The matching lower bound holds for every real $T$. It uses

$$\frac{d}{dt}\left(-\frac{e^{-Tt^2}}{t}\right)=\left(2T+\frac1{t^2}\right)e^{-Tt^2}\le\left(2T+\frac1{a^2}\right)e^{-Tt^2}\qquad(a\le t\le1).$$

Integrating from $a$ to $1$ gives

$$\frac{e^{-a^2T}}a-e^{-T}\le\left(2T+\frac1{a^2}\right)S_a(T).$$

Again `hF` is the integral of the derivative and `hm` the comparison. The preliminary `hpos` records that $t$ stays positive on the interval, as division by $t$ requires.

```lean
/-- Matching lower bound: for `0 < a ≤ 1`, `2 T + 1 / a²` times the short-range Boys
function is at least `exp (-a² T) / a - exp (-T)`. -/
theorem le_shortRange {a : ℝ} (ha : 0 < a) (ha1 : a ≤ 1) (T : ℝ) :
    Real.exp (-(a ^ 2 * T)) / a - Real.exp (-T) ≤
      (2 * T + 1 / a ^ 2) * shortRange a T := by
  have hc : Continuous fun t : ℝ => Real.exp (-T * t ^ 2) := by fun_prop
  have hpos : ∀ t ∈ Set.uIcc a 1, 0 < t := fun t ht => by
    rw [Set.uIcc_of_le ha1] at ht
    exact ha.trans_le ht.1
  have hi : IntervalIntegrable (fun t : ℝ => (2 * T + 1 / t ^ 2) * Real.exp (-T * t ^ 2))
      MeasureTheory.volume a 1 := by
    apply ContinuousOn.intervalIntegrable
    exact (continuousOn_const.add (continuousOn_const.div (continuous_pow 2).continuousOn
      (fun t ht => pow_ne_zero 2 (hpos t ht).ne'))).mul hc.continuousOn
  -- `-exp (-T t²) / t` is an antiderivative
  have hF : ∫ t in a..1, (2 * T + 1 / t ^ 2) * Real.exp (-T * t ^ 2) =
      -Real.exp (-T * 1 ^ 2) / 1 - -Real.exp (-T * a ^ 2) / a := by
    refine intervalIntegral.integral_eq_sub_of_hasDerivAt
      (f := fun t : ℝ => -Real.exp (-T * t ^ 2) / t) (fun t ht => ?_) hi
    have ht0 : t ≠ 0 := (hpos t ht).ne'
    refine ((hasDerivAt_gaussian T t).fun_neg.fun_div (hasDerivAt_id' t) ht0).congr_deriv ?_
    generalize Real.exp (-T * t ^ 2) = g
    field_simp
    ring
  have hm : ∫ t in a..1, (2 * T + 1 / t ^ 2) * Real.exp (-T * t ^ 2) ≤
      ∫ t in a..1, (2 * T + 1 / a ^ 2) * Real.exp (-T * t ^ 2) := by
    refine intervalIntegral.integral_mono_on ha1 hi
      ((hc.const_mul _).intervalIntegrable a 1) (fun t ht => ?_)
    have h1 : 1 / t ^ 2 ≤ 1 / a ^ 2 :=
      one_div_le_one_div_of_le (by positivity) (pow_le_pow_left₀ ha.le ht.1 2)
    exact mul_le_mul_of_nonneg_right (by linarith) (Real.exp_pos _).le
  have e : -T * a ^ 2 = -(a ^ 2 * T) := by ring
  have e' : -T * 1 ^ 2 = -T := by ring
  rw [hF, intervalIntegral.integral_const_mul, ← shortRange_eq_integral, e, e', div_one,
    neg_div] at hm
  linarith
```

## $s<1$: a kernel that differs from zero

The condition $a<1$, or $s<1$, says that $\omega$ is finite and $\rho$ positive. As $\omega\to\infty$ at fixed $\rho$, $a\to1$ and the erfc kernel vanishes.

By hand the condition enters in the squeeze. Multiply the lower bound by $e^{a^2T}/2$ and, for $T>0$, divide by $1+1/(2a^2T)$. Together with the upper bound this gives

$$\frac{\dfrac1{2a}-\dfrac12e^{-(1-a^2)T}}{1+\dfrac1{2a^2T}}\;\le\;T e^{a^2T}S_a(T)\;\le\;\frac1{2a}.$$

The left side tends to $1/(2a)$ because $1-a^2>0$. In the proof this is `h0`; `h1` handles the $1/T$ term, `h2` combines the two, and the last two blocks establish the inequalities for $T>0$.

The limiting case $a=1$ shows that $a\le1$ would not be enough. There $S_1(T)=0$ for all $T$, so the scaled difference tends to $0$ and not to $1/2$. Both bounds remain true at $a=1$.

```lean
/-- For `0 < a < 1` the short-range Boys function behaves as `exp (-a² T) / (2 a T)` at
large `T`. -/
theorem shortRange_tendsto {a : ℝ} (ha : 0 < a) (ha1 : a < 1) :
    Tendsto (fun T => T * Real.exp (a ^ 2 * T) * shortRange a T) atTop
      (𝓝 (1 / (2 * a))) := by
  have h0 : Tendsto (fun T : ℝ => Real.exp (-((1 - a ^ 2) * T))) atTop (𝓝 0) :=
    Real.tendsto_exp_neg_atTop_nhds_zero.comp
      (Filter.Tendsto.const_mul_atTop (by nlinarith : 0 < 1 - a ^ 2) tendsto_id)
  have h1 : Tendsto (fun T : ℝ => 1 / (2 * a ^ 2) * T⁻¹) atTop (𝓝 0) := by
    have h := (tendsto_inv_atTop_zero (𝕜 := ℝ)).const_mul (1 / (2 * a ^ 2))
    rw [mul_zero] at h
    exact h
  have h2 : Tendsto (fun T : ℝ => (1 / (2 * a) - Real.exp (-((1 - a ^ 2) * T)) / 2) /
      (1 + 1 / (2 * a ^ 2) * T⁻¹)) atTop (𝓝 (1 / (2 * a))) := by
    have h := ((tendsto_const_nhds (x := 1 / (2 * a))).sub (h0.div_const 2)).div
      ((tendsto_const_nhds (x := (1 : ℝ))).add h1) (by norm_num)
    have e : (1 / (2 * a) - 0 / 2) / (1 + 0) = 1 / (2 * a) := by simp
    rw [e] at h
    exact h
  have e1 : ∀ T : ℝ, Real.exp (a ^ 2 * T) * Real.exp (-(a ^ 2 * T)) = 1 := fun T => by
    rw [← Real.exp_add, add_neg_cancel, Real.exp_zero]
  -- squeeze between the two bounds
  refine tendsto_of_tendsto_of_tendsto_of_le_of_le' h2 tendsto_const_nhds ?_ ?_
  · filter_upwards [eventually_gt_atTop 0] with T hT
    have e2 : Real.exp (a ^ 2 * T) * Real.exp (-T) = Real.exp (-((1 - a ^ 2) * T)) := by
      rw [← Real.exp_add]
      congr 1
      ring
    have e3 : T * Real.exp (a ^ 2 * T) * shortRange a T * (1 + 1 / (2 * a ^ 2) * T⁻¹) =
        Real.exp (a ^ 2 * T) / 2 * ((2 * T + 1 / a ^ 2) * shortRange a T) := by
      generalize Real.exp (a ^ 2 * T) = g
      field_simp
    have e4 : 1 / (2 * a) - Real.exp (-((1 - a ^ 2) * T)) / 2 =
        Real.exp (a ^ 2 * T) / 2 * (Real.exp (-(a ^ 2 * T)) / a - Real.exp (-T)) := by
      rw [← e2]
      linear_combination (-(1 / (2 * a))) * e1 T
    rw [div_le_iff₀ (by positivity), e3, e4]
    exact mul_le_mul_of_nonneg_left (le_shortRange ha ha1.le T) (by positivity)
  · filter_upwards [eventually_gt_atTop 0] with T hT
    calc T * Real.exp (a ^ 2 * T) * shortRange a T
        ≤ T * Real.exp (a ^ 2 * T) * (Real.exp (-(a ^ 2 * T)) / (2 * a * T)) :=
          mul_le_mul_of_nonneg_left (shortRange_le ha ha1.le hT) (by positivity)
      _ = Real.exp (a ^ 2 * T) * Real.exp (-(a ^ 2 * T)) / (2 * a) := by
          generalize Real.exp (a ^ 2 * T) = g
          generalize Real.exp (-(a ^ 2 * T)) = k
          field_simp
      _ = 1 / (2 * a) := by rw [e1]
```

Setting $a=\sqrt s$ gives the main theorem. Its first part states the integral representation for every real $T$. Its second part states that $T e^{sT}\bigl(F_0(T)-\sqrt s\,F_0(sT)\bigr)$ tends to $1/(2\sqrt s)$ as $T\to\infty$, which is what `Tendsto … atTop (𝓝 …)` expresses. The proof uses $(\sqrt s)^2=s$ and $\sqrt s<1$ to carry over the results for $a$.

```lean
/-- For `0 < s < 1`, `F₀(T) - √s F₀(sT)` is the Gaussian integral over `[√s, 1]`, and
`T exp (sT)` times it tends to `1 / (2 √s)` as `T` tends to infinity. -/
theorem erfc_gaussian_decay {s : ℝ} (hs : 0 < s) (hs1 : s < 1) :
    (∀ T, boys T - √s * boys (s * T) = ∫ t in √s..1, Real.exp (-T * t ^ 2)) ∧
    Tendsto (fun T => T * Real.exp (s * T) * (boys T - √s * boys (s * T))) atTop
      (𝓝 (1 / (2 * √s))) := by
  have hsq : √s ^ 2 = s := Real.sq_sqrt hs.le
  have hlt : √s < 1 := by nlinarith [Real.sqrt_nonneg s]
  have h := shortRange_tendsto (Real.sqrt_pos.2 hs) hlt
  have hi := shortRange_eq_integral √s
  simp only [shortRange, hsq] at h hi
  exact ⟨hi, h⟩
```

The same argument gives a neighbouring result when the upper limit $1$ is replaced by infinity. The endpoint terms there vanish, and for every $a>0$

$$T e^{a^2T}\int_a^\infty e^{-Tt^2}\,dt\to\frac1{2a},$$

which is the leading large-argument behaviour of the complementary error function.

## $s>0$: screening that is switched on

The condition $a>0$, or $s>0$, means $\omega>0$. By hand it permits the weight $t/a$ in the upper bound and keeps $1/t^2$ bounded in the lower one. In Lean it is the hypothesis `ha`, which serves these two steps and also some routine sign and division steps.

At $a=0$ the difference is the full Coulomb function $F_0(T)$, and the exponential decay in $T$ is lost. Substituting $u=\sqrt T\,t$ gives

$$\sqrt T\,F_0(T)=\int_0^{\sqrt T}e^{-u^2}\,du\to\frac{\sqrt\pi}2 .$$

Hence $T F_0(T)$ grows like $\sqrt T$ and has no finite limit. The proof obtains the identity from `attenuated_eq_integral`, with cut-off $\sqrt T$ and Gaussian exponent $1$, and takes the limit from Mathlib's half-line Gaussian integral.

```lean
/-- The unscreened Boys function decays only algebraically: `√T F₀(T)` tends to `√π / 2`. -/
theorem coulomb_algebraic_decay :
    Tendsto (fun T => √T * boys T) atTop (𝓝 (√Real.pi / 2)) := by
  have h := MeasureTheory.intervalIntegral_tendsto_integral_Ioi 0
    (integrable_exp_neg_mul_sq (one_pos : (0 : ℝ) < 1)).integrableOn Real.tendsto_sqrt_atTop
  rw [integral_gaussian_Ioi, div_one] at h
  refine h.congr' ?_
  filter_upwards [eventually_ge_atTop 0] with T hT
  rw [← attenuated_eq_integral, Real.sq_sqrt hT, mul_one]
```

## $\rho>0$ and $\omega>0$: the decay in the distance

The reduced exponent $\rho$ is positive for normalisable Gaussians, and $\omega$ is the inverse length at which the kernel is screened. Together they give $0<a<1$, and $\rho>0$ also ensures that $T=\rho R^2\to\infty$ as $R\to\infty$. The exponent becomes

$$a^2T=\frac{\rho\omega^2}{\rho+\omega^2}\,R^2 .$$

Dividing the limit $1/(2a)$ by $\rho$ turns the factor $T$ into $R^2$:

$$R^2\exp\!\left(\frac{\rho\omega^2}{\rho+\omega^2}R^2\right)S_a(\rho R^2)\to\frac{\sqrt{\rho+\omega^2}}{2\rho\omega}.$$

In the proof `ha1` supplies $a<1$, `hT` supplies $T\to\infty$, and the rest is the composition of limits and algebra. With $\omega=0$ the decay is the algebraic one above. With $\rho=0$, an infinitely diffuse charge, $T$ stays at zero and there is no large-$T$ regime.

The decay is slower than $e^{-\omega^2R^2}$, because the charges are spread out; the exponent approaches $\omega^2$ only for compact charges, $\rho\to\infty$. For distance screening of short-range exact exchange in range-separated hybrid functionals, this gives the decay rate for a single pair of s-type primitive distributions, apart from the integral's prefactor. Higher angular momenta bring in higher Boys functions, and contracted functions bring in sums over exponents; neither is treated here.

```lean
/-- The decay law in the distance `R`, for `T = ρ R²` and `a = ω / √(ρ + ω²)` with positive
`ρ` and `ω`: the Gaussian exponent is `ρ ω² / (ρ + ω²)`. -/
theorem decay_with_distance {ρ ω : ℝ} (hρ : 0 < ρ) (hω : 0 < ω) :
    Tendsto (fun R => R ^ 2 * Real.exp (ρ * ω ^ 2 / (ρ + ω ^ 2) * R ^ 2) *
      shortRange (ω / √(ρ + ω ^ 2)) (ρ * R ^ 2)) atTop
      (𝓝 (√(ρ + ω ^ 2) / (2 * ρ * ω))) := by
  have hS : 0 < √(ρ + ω ^ 2) := Real.sqrt_pos.2 (by positivity)
  have hsq : (ω / √(ρ + ω ^ 2)) ^ 2 = ω ^ 2 / (ρ + ω ^ 2) := by
    rw [div_pow, Real.sq_sqrt (by positivity)]
  have ha1 : ω / √(ρ + ω ^ 2) < 1 :=
    (div_lt_one hS).2 ((Real.lt_sqrt hω.le).2 (by linarith))
  have hT : Tendsto (fun R : ℝ => ρ * R ^ 2) atTop atTop :=
    Filter.Tendsto.const_mul_atTop hρ (tendsto_pow_atTop two_ne_zero)
  have h := ((shortRange_tendsto (div_pos hω hS) ha1).comp hT).const_mul (1 / ρ)
  have e : ∀ S : ℝ, 1 / ρ * (1 / (2 * (ω / S))) = S / (2 * ρ * ω) := by
    intro S
    have h2 : 2 * (ω / S) = 2 * ω / S := by ring
    rw [h2, one_div_div]
    ring
  rw [e √(ρ + ω ^ 2)] at h
  refine h.congr (fun R => ?_)
  have e' : ω ^ 2 / (ρ + ω ^ 2) * (ρ * R ^ 2) = ρ * ω ^ 2 / (ρ + ω ^ 2) * R ^ 2 := by ring
  simp only [Function.comp_apply]
  rw [hsq, e']
  generalize Real.exp (ρ * ω ^ 2 / (ρ + ω ^ 2) * R ^ 2) = g
  generalize shortRange (ω / √(ρ + ω ^ 2)) (ρ * R ^ 2) = d
  have hc : 1 / ρ * ρ = 1 := by field_simp
  linear_combination (R ^ 2 * g * d) * hc

end

end ErfcKernelDecay
```

```lean
#print axioms ErfcKernelDecay.shortRange_tendsto
#print axioms ErfcKernelDecay.erfc_gaussian_decay
#print axioms ErfcKernelDecay.coulomb_algebraic_decay
#print axioms ErfcKernelDecay.decay_with_distance
```

```
'ErfcKernelDecay.shortRange_tendsto' depends on axioms: [propext, Classical.choice, Quot.sound]
'ErfcKernelDecay.erfc_gaussian_decay' depends on axioms: [propext, Classical.choice, Quot.sound]
'ErfcKernelDecay.coulomb_algebraic_decay' depends on axioms: [propext, Classical.choice, Quot.sound]
'ErfcKernelDecay.decay_with_distance' depends on axioms: [propext, Classical.choice, Quot.sound]
```
